# Alternating-sign averages of a Lipschitz kernel are at most L/(2N) in modulus for even N

Take two modes, with reduced coordinates $0$ and $1/2$, and displace them with signs $+1$ and $-1$. A real coupling kernel $F$, with the displacement amplitudes of both modes included in it, then gives the quadratic average
$$\tfrac14\big[F(0,0)-F(0,\tfrac12)\big]-\tfrac14\big[F(\tfrac12,0)-F(\tfrac12,\tfrac12)\big].$$
Each bracket compares $F$ at neighbouring values of its second argument. If $F$ changes there by at most $L$ per unit distance, each bracket is at most $L/2$ in modulus, and the average is at most $L/4$. Larger even numbers of modes repeat this pairing.

```lean
import Mathlib

open Finset Filter Topology

namespace SpecialDisplacement

noncomputable section
```

## A smooth coupling kernel

The hypothesis is
$$|F(x,y)-F(x,z)|\le L\,|y-z|,\qquad x,y,z\in[0,1].$$
Physically, $L$ limits how fast the coupling varies with the label of the second mode. This smoothness is assumed, not derived from a Hamiltonian; a jump in the mode eigenvectors could violate it. In Lean, `F` is defined on all real pairs but constrained only on the unit square.

```lean
/-- The kernel `F` is `L`-Lipschitz in its second argument on the unit square. -/
def LipschitzSecond (F : ℝ → ℝ → ℝ) (L : ℝ) : Prop :=
  ∀ x ∈ Set.Icc (0 : ℝ) 1, ∀ y ∈ Set.Icc (0 : ℝ) 1, ∀ z ∈ Set.Icc (0 : ℝ) 1,
    |F x y - F x z| ≤ L * |y - z|
```

The model has one mode per cell, so the number of modes $N$ is also the size of the supercell. For $N$ modes $u=0,\dots,N-1$, mode $u$ sits at $u/N$ and has sign $(-1)^u$. The signed sum is
$$S_N=\sum_{u,v<N}(-1)^{u+v}F(u/N,v/N).$$

```lean
/-- The quadratic sum over all pairs of modes, mode `u` being displaced with sign `(-1)^u`. -/
def signedSum (F : ℝ → ℝ → ℝ) (N : ℕ) : ℝ :=
  ∑ u ∈ range N, ∑ v ∈ range N, (-1 : ℝ) ^ (u + v) * F ((u : ℝ) / N) ((v : ℝ) / N)
```

Dividing by the number of ordered pairs gives $A_N=S_N/N^2$.

```lean
/-- The quadratic sum divided by the number `N ^ 2` of pairs of modes. -/
def signAverage (F : ℝ → ℝ → ℝ) (N : ℕ) : ℝ := signedSum F N / (N : ℝ) ^ 2
```

The cross average $C_N$ keeps the same denominator but omits $u=v$; `erase u` removes that term from each row.

```lean
/-- The part of the average that comes from pairs of different modes. -/
def crossAverage (F : ℝ → ℝ → ℝ) (N : ℕ) : ℝ :=
  (∑ u ∈ range N, ∑ v ∈ (range N).erase u,
    (-1 : ℝ) ^ (u + v) * F ((u : ℝ) / N) ((v : ℝ) / N)) / (N : ℝ) ^ 2
```

Since $0\le u<N$, every coordinate $u/N$ lies in $[0,1]$, where the hypothesis applies.

```lean
/-- The reduced coordinate of a mode lies in the unit interval. -/
lemma grid_mem {u N : ℕ} (h : u < N) : (u : ℝ) / N ∈ Set.Icc (0 : ℝ) 1 :=
  ⟨by positivity, div_le_one_of_le₀ (by exact_mod_cast h.le) (by positivity)⟩
```

## Cancellation between neighbours

Group a row of $2m$ values into pairs:
$$\sum_{v<2m}(-1)^v f_v=\sum_{k<m}(f_{2k}-f_{2k+1}).$$
If each difference is at most $\delta$ in modulus, the sum is at most $m\delta$. The Lean proof is an induction on $m$ that splits off the last pair; `linarith` adds its bound to the previous one.

```lean
/-- If neighbours in each of `m` pairs differ by at most `δ`, their alternating sum is at most
`m * δ` in modulus. -/
theorem alternating_pair_bound (f : ℕ → ℝ) (δ : ℝ) (m : ℕ)
    (h : ∀ k < m, |f (2 * k) - f (2 * k + 1)| ≤ δ) :
    |∑ v ∈ range (2 * m), (-1 : ℝ) ^ v * f v| ≤ m * δ := by
  induction m with
  | zero => simp
  | succ m ih =>
    have h1 := ih (fun k hk => h k (by omega))
    have h2 := h m (by omega)
    have p : (-1 : ℝ) ^ (2 * m) = 1 := by rw [pow_mul]; norm_num
    have p' : (-1 : ℝ) ^ (2 * m + 1) = -1 := by rw [pow_succ, p]; norm_num
    rw [show 2 * (m + 1) = 2 * m + 1 + 1 by ring, sum_range_succ, sum_range_succ, p, p']
    push_cast
    rw [abs_le] at h1 h2 ⊢
    constructor <;> linarith [h1.1, h1.2, h2.1, h2.2]
```

In row $u$, the common factor $(-1)^u$ has modulus one. Neighbouring coordinates differ by $1/N$, so $\delta=L/N$, and there are $N/2$ pairs. Each row is therefore at most $L/2$, and the triangle inequality over $N$ rows gives $|S_N|\le NL/2$. In the code, `e` extracts the sign, `b` applies the pairing lemma, and `row` records the row bound. The type `ℕ+` makes $N$ positive.

```lean
/-- If `F` is `L`-Lipschitz in its second argument on the unit square, then for an even number `N`
of modes the signed quadratic sum is at most `N * L / 2` in modulus. -/
theorem signedSum_bound (F : ℝ → ℝ → ℝ) (L : ℝ) (hF : LipschitzSecond F L)
    (N : ℕ+) (hN : Even (N : ℕ)) : |signedSum F N| ≤ ((N : ℕ) : ℝ) * (L / 2) := by
  obtain ⟨n, hn⟩ := N
  change Even n at hN
  change |signedSum F n| ≤ (n : ℝ) * (L / 2)
  obtain ⟨m, hm'⟩ := hN
  have hm : n = 2 * m := by omega
  have hn0 : (n : ℝ) ≠ 0 := by exact_mod_cast hn.ne'
  have hmn : (m : ℝ) = n / 2 := by
    have : (n : ℝ) = 2 * m := by exact_mod_cast hm
    linarith
  have row : ∀ u ∈ range n,
      |∑ v ∈ range n, (-1 : ℝ) ^ (u + v) * F ((u : ℝ) / n) ((v : ℝ) / n)| ≤ L / 2 := by
    intro u hu
    -- the sign of the first mode is common to the whole row
    have e : ∑ v ∈ range n, (-1 : ℝ) ^ (u + v) * F ((u : ℝ) / n) ((v : ℝ) / n)
        = (-1 : ℝ) ^ u * ∑ v ∈ range n, (-1 : ℝ) ^ v * F ((u : ℝ) / n) ((v : ℝ) / n) := by
      rw [mul_sum]
      refine sum_congr rfl fun v _ => ?_
      rw [pow_add]; ring
    rw [e, abs_mul, abs_pow, abs_neg, abs_one, one_pow, one_mul]
    -- neighbouring modes are a distance 1 / n apart
    have b := alternating_pair_bound (fun v => F ((u : ℝ) / n) ((v : ℝ) / n)) (L / n) m (by
      intro k hk
      have q := hF _ (grid_mem (mem_range.mp hu))
        _ (grid_mem (show 2 * k < n by omega)) _ (grid_mem (show 2 * k + 1 < n by omega))
      have d : ((2 * k : ℕ) : ℝ) / n - ((2 * k + 1 : ℕ) : ℝ) / n = -(1 / (n : ℝ)) := by
        push_cast; ring
      rw [d, abs_neg, abs_of_nonneg (by positivity : (0 : ℝ) ≤ 1 / n), mul_one_div] at q
      exact q)
    rw [← hm] at b
    refine b.trans (le_of_eq ?_)
    rw [hmn]
    field_simp
  refine (abs_sum_le_sum_abs _ _).trans ((sum_le_sum row).trans (le_of_eq ?_))
  rw [sum_const, card_range, nsmul_eq_mul]
```

Division by $N^2$ yields
$$|A_N|\le\frac{NL/2}{N^2}=\frac{L}{2N}.$$

```lean
/-- If `F` is `L`-Lipschitz in its second argument on the unit square, then for an even number `N`
of modes the alternating-sign quadratic average is at most `L / (2 N)` in modulus. -/
theorem signAverage_bound (F : ℝ → ℝ → ℝ) (L : ℝ) (hF : LipschitzSecond F L)
    (N : ℕ+) (hN : Even (N : ℕ)) : |signAverage F N| ≤ L / (2 * ((N : ℕ) : ℝ)) := by
  have h0 : (0 : ℝ) < ((N : ℕ) : ℝ) := by exact_mod_cast N.pos
  have e : L / (2 * ((N : ℕ) : ℝ)) * ((N : ℕ) : ℝ) ^ 2 = ((N : ℕ) : ℝ) * (L / 2) := by
    field_simp
  rw [signAverage, abs_div, abs_of_pos (pow_pos h0 2), div_le_iff₀ (pow_pos h0 2), e]
  exact signedSum_bound F L hF N hN
```

Along $N=2(m+1)$, with $m=0,1,2,\dots$, the bound is $L/[4(m+1)]$, which tends to zero. `squeeze_zero_norm` carries this limit over to $A_N$.

```lean
/-- If the kernel is Lipschitz in its second argument on the unit square, its alternating-sign
average tends to zero as the even supercell size grows. -/
theorem signAverage_tendsto (F : ℝ → ℝ → ℝ) (L : ℝ) (hF : LipschitzSecond F L) :
    Tendsto (fun m : ℕ => signAverage F (2 * (m + 1))) atTop (𝓝 0) := by
  have lim : Tendsto (fun m : ℕ => L / 4 * (1 / ((m : ℝ) + 1))) atTop (𝓝 0) := by
    simpa using (tendsto_one_div_add_atTop_nhds_zero_nat (𝕜 := ℝ)).const_mul (L / 4)
  refine squeeze_zero_norm (fun m => ?_) lim
  have b := signAverage_bound F L hF ⟨2 * (m + 1), by omega⟩ (even_two_mul (m + 1))
  have e : L / (2 * ((2 * (m + 1) : ℕ) : ℝ)) = L / 4 * (1 / ((m : ℝ) + 1)) := by
    rw [div_mul_div_comm, mul_one]
    push_cast
    congr 1
    ring
  rw [Real.norm_eq_abs]
  exact b.trans e.le
```

## Terms between different modes

Special displacement calculations use one signed configuration to suppress couplings between different modes; here this is modelled with one mode label and strictly alternating signs. Diagonal terms have sign $(-1)^{2u}=1$, so
$$C_N=A_N-\frac1{N^2}\sum_{u<N}F(u/N,u/N).$$
If $|F(x,x)|\le M$, where $M$ limits the strength of a mode's coupling to itself, the subtracted part is at most $M/N$. Hence $|C_N|\le L/(2N)+M/N$. The steps `e` and `d` are this identity and this estimate.

The diagonal itself is also at most of order $1/N$ in this normalisation, so the bound does not make cross terms negligible beside it. For $F=1$ and even $N$, the diagonal contributes $1/N$ and the cross terms $-1/N$.

```lean
/-- If the kernel is `L`-Lipschitz in its second argument on the unit square and its diagonal is
bounded by `M` in modulus there, the terms coupling different modes average to at most `L / (2 N) +
M / N` in modulus for even `N`. -/
theorem crossAverage_bound (F : ℝ → ℝ → ℝ) (L M : ℝ) (hF : LipschitzSecond F L)
    (hM : ∀ x ∈ Set.Icc (0 : ℝ) 1, |F x x| ≤ M) (N : ℕ+) (hN : Even (N : ℕ)) :
    |crossAverage F N| ≤ L / (2 * ((N : ℕ) : ℝ)) + M / ((N : ℕ) : ℝ) := by
  have b := signAverage_bound F L hF N hN
  have h0 : (0 : ℝ) < ((N : ℕ) : ℝ) := by exact_mod_cast N.pos
  generalize (N : ℕ) = n at *
  -- the diagonal terms carry the sign +1
  have e : crossAverage F n
      = signAverage F n - (∑ u ∈ range n, F ((u : ℝ) / n) ((u : ℝ) / n)) / (n : ℝ) ^ 2 := by
    unfold crossAverage signAverage signedSum
    rw [← sub_div, ← sum_sub_distrib]
    congr 1
    refine sum_congr rfl fun u hu => ?_
    have q := add_sum_erase (range n)
      (fun v => (-1 : ℝ) ^ (u + v) * F ((u : ℝ) / n) ((v : ℝ) / n)) hu
    have s : (-1 : ℝ) ^ (u + u) = 1 := Even.neg_one_pow ⟨u, rfl⟩
    simp only [s, one_mul] at q
    linarith
  have d : |(∑ u ∈ range n, F ((u : ℝ) / n) ((u : ℝ) / n)) / (n : ℝ) ^ 2| ≤ M / n := by
    have e2 : M / (n : ℝ) * (n : ℝ) ^ 2 = n * M := by field_simp
    rw [abs_div, abs_of_pos (pow_pos h0 2), div_le_iff₀ (pow_pos h0 2), e2]
    refine (abs_sum_le_sum_abs _ _).trans
      ((sum_le_sum fun u hu => hM _ (grid_mem (mem_range.mp hu))).trans (le_of_eq ?_))
    rw [sum_const, card_range, nsmul_eq_mul]
  rw [e]
  rw [abs_le] at b d ⊢
  constructor <;> linarith [b.1, b.2, d.1, d.2]
```

## Sharpness and odd supercells

For fixed even $N$ and $L\ge0$, take $F(x,y)=\cos(\pi Nx)\,Ly$. It satisfies the hypothesis because $|\cos|\le1$. On the grid, $\cos(\pi u)=(-1)^u$ cancels the row sign, so every row equals
$$\frac LN\sum_{v<N}(-1)^v v=\frac LN\left(-\frac N2\right)=-\frac L2.$$
Thus $A_N=-L/(2N)$. The lemma `alt` evaluates the alternating sum by induction, and `total` adds the rows. The kernel changes with $N$, so this does not fix the decay rate of any single kernel. It is also not symmetric in $x$ and $y$, as a coupling given by second derivatives would be; it tests the inequality and is not a model of a physical coupling.

```lean
/-- For `L ≥ 0` and each even `N` the kernel `cos (π N x) * (L * y)` is `L`-Lipschitz in `y` and its
average has modulus exactly `L / (2 N)`. -/
theorem signAverage_bound_sharp (L : ℝ) (hL : 0 ≤ L) (N : ℕ+) (hN : Even (N : ℕ)) :
    LipschitzSecond (fun x y => Real.cos (Real.pi * ((N : ℕ) : ℝ) * x) * (L * y)) L ∧
    |signAverage (fun x y => Real.cos (Real.pi * ((N : ℕ) : ℝ) * x) * (L * y)) N|
      = L / (2 * ((N : ℕ) : ℝ)) := by
  have h0 : (0 : ℝ) < ((N : ℕ) : ℝ) := by exact_mod_cast N.pos
  generalize (N : ℕ) = n at *
  constructor
  · intro x _ y _ z _
    change |Real.cos (Real.pi * n * x) * (L * y) - Real.cos (Real.pi * n * x) * (L * z)| ≤ _
    rw [← mul_sub, ← mul_sub, abs_mul, abs_mul, abs_of_nonneg hL]
    exact mul_le_of_le_one_left (by positivity) (Real.abs_cos_le_one _)
  · obtain ⟨m, hm'⟩ := hN
    have hm : n = 2 * m := by omega
    have hmn : (n : ℝ) = 2 * m := by exact_mod_cast hm
    have alt : ∀ k : ℕ, ∑ v ∈ range (2 * k), (-1 : ℝ) ^ v * (v : ℝ) = -k := by
      intro k
      induction k with
      | zero => simp
      | succ k ih =>
        have p : (-1 : ℝ) ^ (2 * k) = 1 := by rw [pow_mul]; norm_num
        have p' : (-1 : ℝ) ^ (2 * k + 1) = -1 := by rw [pow_succ, p]; norm_num
        rw [show 2 * (k + 1) = 2 * k + 1 + 1 by ring, sum_range_succ, sum_range_succ, p, p', ih]
        push_cast
        ring
    -- the cosine cancels the sign of the first mode, so all rows add up
    have total : signedSum (fun x y => Real.cos (Real.pi * (n : ℝ) * x) * (L * y)) n
        = -(n * (L / 2)) := by
      have row : ∀ u ∈ range n, ∑ v ∈ range n, (-1 : ℝ) ^ (u + v) *
          (Real.cos (Real.pi * (n : ℝ) * ((u : ℝ) / n)) * (L * ((v : ℝ) / n))) = -(L / 2) := by
        intro u _
        have a : Real.pi * (n : ℝ) * ((u : ℝ) / n) = u * Real.pi := by field_simp
        have s : (-1 : ℝ) ^ u * (-1 : ℝ) ^ u = 1 := by rw [← mul_pow]; norm_num
        have r : ∑ v ∈ range n, (-1 : ℝ) ^ v * (v : ℝ) = -(n / 2) := by
          rw [hm, alt m]; push_cast; ring
        rw [a, Real.cos_nat_mul_pi]
        calc _ = ∑ v ∈ range n, L / n * ((-1 : ℝ) ^ v * (v : ℝ)) := by
              refine sum_congr rfl fun v _ => ?_
              rw [pow_add]
              linear_combination (L / n * ((-1 : ℝ) ^ v * (v : ℝ))) * s
          _ = -(L / 2) := by
              rw [← mul_sum, r]
              field_simp
      unfold signedSum
      rw [sum_congr rfl row, sum_const, card_range, nsmul_eq_mul]
      ring
    rw [signAverage, total, abs_div, abs_neg, abs_of_nonneg (by positivity),
      abs_of_pos (pow_pos h0 2)]
    field_simp
```

An odd row leaves one mode unpaired. For $F=1$, which has $L=0$, three modes give $A_3=(1-1+1)^2/9=1/9$, so the bound fails without evenness.

```lean
/-- The constant kernel `1` satisfies the Lipschitz condition with `L = 0`, yet its average over
three modes is `1 / 9`. -/
theorem odd_supercell_counterexample :
    LipschitzSecond (fun _ _ => 1) 0 ∧ signAverage (fun _ _ => 1) 3 = 1 / 9 := by
  constructor
  · intro x _ y _ z _
    simp
  · norm_num [signAverage, signedSum, sum_range_succ]

end

end SpecialDisplacement
```

```lean
#print axioms SpecialDisplacement.signAverage_bound
#print axioms SpecialDisplacement.signAverage_tendsto
#print axioms SpecialDisplacement.signAverage_bound_sharp
#print axioms SpecialDisplacement.odd_supercell_counterexample
```

```
'SpecialDisplacement.signAverage_bound' depends on axioms: [propext, Classical.choice, Quot.sound]
'SpecialDisplacement.signAverage_tendsto' depends on axioms: [propext, Classical.choice, Quot.sound]
'SpecialDisplacement.signAverage_bound_sharp' depends on axioms: [propext, Classical.choice, Quot.sound]
'SpecialDisplacement.odd_supercell_counterexample' depends on axioms: [propext, Classical.choice, Quot.sound]
```

## Smoothness in both labels

The kernel could also have been modelled by a bound on its mixed difference,
$$|F(x,y)-F(x',y)-F(x,y')+F(x',y')|\le K|x-x'||y-y'|.$$
Pairing rows as well as columns would then give $N^2/4$ blocks of size at most $K/N^2$, hence $|A_N|\le K/(4N^2)$ for even $N$; this variant is argued here by hand only. The diagonal correction to $C_N$ would remain bounded by $M/N$.
